# At fixed $KR$, the number of plane waves in a cubic cell is of order $R^{-3}$ as $R \to 0$

In an LAPW calculation space is divided into muffin-tin spheres around the atoms and an interstitial region, where the basis functions are plane waves. The plane-wave cutoff $K$ is commonly set through the dimensionless product $c = KR$, with $R$ the smallest sphere radius. If a short bond forces that sphere to shrink while $c$ is kept, the cutoff $K = c/R$ rises and the basis grows. By how much?

Take a cubic cell of side $a$, and let $N$ be the number of reciprocal vectors $G = (2\pi/a)\,n$, with $n \in \mathbb{Z}^3$, of length at most $K$. With $\rho = Ka/2\pi$, the count obeys

$$(2\lfloor \rho/\sqrt3\rfloor+1)^3 \le N \le (2\lfloor\rho\rfloor+1)^3 .$$

It follows that $NR^3$ and $N^3R^9$ stay between positive constants as $R \to 0$ at fixed $a$ and $c$. For LAPW practice this gives the growth of the plane-wave basis, and of an $N^3$ diagonalisation cost, in the model of a cubic cell at the zone centre without local orbitals.

## Reciprocal vectors and the cutoff

```lean
import Mathlib

open scoped Real Topology

namespace MuffinTinPlaneWaveCount

noncomputable section
```

The file loads the mathematical library Mathlib and makes the notations `π` and `𝓝` available; the second is used for limits at the end.

```lean
/-- The reciprocal vector `(2π/a) n` of a cubic cell of side `a ≠ 0`, with integer label `n`. -/
def recip (a : ℝ) (n : Fin 3 → ℤ) : EuclideanSpace ℝ (Fin 3) :=
  WithLp.toLp 2 (fun i => 2 * π / a * (n i : ℝ))
```

`recip a n` is the vector $G = (2\pi/a)(n_0, n_1, n_2)$. Lean numbers the three components 0, 1, 2, which is what `Fin 3` means. The type `EuclideanSpace ℝ (Fin 3)` ensures that the norm of $G$ is the usual length $\sqrt{G_0^2+G_1^2+G_2^2}$.

```lean
/-- The plane-wave basis: all reciprocal vectors of Euclidean norm at most `K`,
for a cell of side `a ≠ 0`. -/
def planeWaves (a K : ℝ) : Set (EuclideanSpace ℝ (Fin 3)) :=
  {G | G ∈ Set.range (recip a) ∧ ‖G‖ ≤ K}
```

This is the set of all $G$ that are reciprocal vectors of the cell and satisfy $|G| \le K$. The condition is on $|G|$ and not on $|k+G|$, so the Bloch vector is $k = 0$.

```lean
/-- The number `N` of plane waves within the cutoff `K`, for a cell of side `a ≠ 0`. -/
def basisSize (a K : ℝ) : ℕ := (planeWaves a K).ncard
```

`basisSize a K` is $N$, a natural number. The function `ncard` returns 0 for an infinite set, so the finiteness proved below is needed for $N$ to be a true count.

```lean
/-- The reduced cutoff `ρ = K a / 2π`, the cutoff in units of the reciprocal lattice spacing. -/
def reducedCutoff (a K : ℝ) : ℝ := K * a / (2 * π)
```

The reduced cutoff $\rho = Ka/2\pi$ measures $K$ in units of the reciprocal lattice spacing $2\pi/a$.

## Counting a cube of integer labels

```lean
/-- The integer labels whose three components lie between `-m` and `m`. -/
def cube (m : ℕ) : Finset (Fin 3 → ℤ) :=
  Fintype.piFinset fun _ => Finset.Icc (-(m : ℤ)) m
```

`cube m` is the finite set of labels $n$ whose components each run over the integers from $-m$ to $m$.

```lean
/-- A label belongs to the cube exactly when each component has modulus at most `m`. -/
theorem mem_cube (m : ℕ) (n : Fin 3 → ℤ) : n ∈ cube m ↔ ∀ i, |n i| ≤ (m : ℤ) := by
  simp only [cube, Fintype.mem_piFinset, Finset.mem_Icc, abs_le]
```

This is the first theorem. The statement stands before `:=` and the proof after it. It says that $n$ lies in the cube exactly when $|n_i| \le m$ for every $i$. The proof unfolds the definition and rewrites $|n_i| \le m$ as $-m \le n_i \le m$.

```lean
/-- Distinct integer labels give distinct reciprocal vectors. -/
theorem recip_injective {a : ℝ} (ha : 0 < a) : Function.Injective (recip a) := by
  intro m n h
  funext i
  have h' : 2 * π / a * (m i : ℝ) = 2 * π / a * (n i : ℝ) :=
    congrArg (fun v : EuclideanSpace ℝ (Fin 3) => v.ofLp i) h
  have hne : 2 * π / a ≠ 0 := by positivity
  exact_mod_cast mul_left_cancel₀ hne h'
```

The hypothesis $a > 0$ carries the name `ha`, by which later steps refer to it. The claim is that different labels give different vectors. By hand: if $(2\pi/a)\,m_i = (2\pi/a)\,n_i$ for each $i$, divide by $2\pi/a \neq 0$ to get $m_i = n_i$. In Lean, `funext i` reduces equality of labels to equality of components, `h'` is the component equation, and `mul_left_cancel₀` does the division.

```lean
/-- The reciprocal vectors labelled by a cube of half-width `m` number `(2m+1)³`. -/
theorem ncard_recip_cube {a : ℝ} (ha : 0 < a) (m : ℕ) :
    (recip a '' (cube m : Set (Fin 3 → ℤ))).ncard = (2 * m + 1) ^ 3 := by
  have h : (Finset.Icc (-(m : ℤ)) m).card = 2 * m + 1 := by
    rw [Int.card_Icc]
    omega
  rw [Set.ncard_image_of_injective _ (recip_injective ha), Set.ncard_coe_finset, cube,
    Fintype.card_piFinset]
  simp only [h, Finset.prod_const, Finset.card_univ, Fintype.card_fin]
```

There are $2m+1$ integers from $-m$ to $m$, and three independent choices give $(2m+1)^3$ labels. Since distinct labels give distinct vectors, the number of reciprocal vectors is the same. The proof follows this order: `h` counts one component, the injectivity result carries the count from vectors back to labels, and `Fintype.card_piFinset` turns the cube into a product of three equal factors.

## From a sphere of vectors to a sphere of labels

```lean
/-- A reciprocal vector lies within the cutoff exactly when its integer label lies in the
ball of radius `ρ`. -/
theorem norm_recip_le_iff {a K : ℝ} (ha : 0 < a) (hK : 0 ≤ K) (n : Fin 3 → ℤ) :
    ‖recip a n‖ ≤ K ↔ ∑ i, (n i : ℝ) ^ 2 ≤ reducedCutoff a K ^ 2 := by
  have hn : ‖recip a n‖ ^ 2 = (2 * π / a) ^ 2 * ∑ i, (n i : ℝ) ^ 2 := by
    rw [EuclideanSpace.norm_sq_eq, Finset.mul_sum]
    refine Finset.sum_congr rfl fun i _ => ?_
    rw [Real.norm_eq_abs, sq_abs]
    change (2 * π / a * (n i : ℝ)) ^ 2 = _
    exact mul_pow _ _ 2
  have hK2 : K ^ 2 = (2 * π / a) ^ 2 * reducedCutoff a K ^ 2 := by
    unfold reducedCutoff
    field_simp
  have hpos : 0 < (2 * π / a) ^ 2 := by positivity
  rw [← sq_le_sq₀ (norm_nonneg _) hK, hn, hK2]
  exact ⟨fun h => le_of_mul_le_mul_left h hpos,
    fun h => mul_le_mul_of_nonneg_left h hpos.le⟩
```

For $a > 0$ and $K \ge 0$ the theorem states

$$|G| \le K \iff n_0^2+n_1^2+n_2^2 \le \rho^2 .$$

By hand, $|G|^2 = (2\pi/a)^2 \sum_i n_i^2$, which is `hn`, and $K^2 = (2\pi/a)^2\rho^2$, which is `hK2`. Both $|G|$ and $K$ are non-negative, so $|G| \le K$ is equivalent to $|G|^2 \le K^2$; this is `sq_le_sq₀`. Cancelling the positive factor $(2\pi/a)^2$ gives the result, and multiplying by it gives the converse.

## One cube inside the sphere, one around it

```lean
/-- For `K ≥ 0` the plane-wave basis contains the cube of half-width `⌊ρ/√3⌋` and is contained in
the cube of half-width `⌊ρ⌋`. -/
theorem cube_sandwich {a K : ℝ} (ha : 0 < a) (hK : 0 ≤ K) :
    recip a '' (cube ⌊reducedCutoff a K / √3⌋₊ : Set (Fin 3 → ℤ)) ⊆ planeWaves a K ∧
    planeWaves a K ⊆ recip a '' (cube ⌊reducedCutoff a K⌋₊ : Set (Fin 3 → ℤ)) := by
  have hρ : 0 ≤ reducedCutoff a K := by
    unfold reducedCutoff
    positivity
  constructor
  · -- each component contributes at most a third of `ρ²`
    rintro _ ⟨n, hn, rfl⟩
    refine ⟨⟨n, rfl⟩, (norm_recip_le_iff ha hK n).2 ?_⟩
    have hn' := (mem_cube _ n).1 (Finset.mem_coe.1 hn)
    have hi : ∀ i, (n i : ℝ) ^ 2 ≤ reducedCutoff a K ^ 2 / 3 := by
      intro i
      have h1 : |(n i : ℝ)| ≤ (⌊reducedCutoff a K / √3⌋₊ : ℝ) := by exact_mod_cast hn' i
      have h2 := h1.trans (Nat.floor_le (div_nonneg hρ (Real.sqrt_nonneg 3)))
      calc (n i : ℝ) ^ 2 = |(n i : ℝ)| ^ 2 := (sq_abs _).symm
        _ ≤ (reducedCutoff a K / √3) ^ 2 := pow_le_pow_left₀ (abs_nonneg _) h2 2
        _ = reducedCutoff a K ^ 2 / 3 := by rw [div_pow, Real.sq_sqrt (by norm_num)]
    rw [Fin.sum_univ_three]
    linarith [hi 0, hi 1, hi 2]
  · -- no component can exceed the length of the whole vector
    rintro _ ⟨⟨n, rfl⟩, hG⟩
    refine ⟨n, Finset.mem_coe.2 ((mem_cube _ n).2 fun i => ?_), rfl⟩
    have h1 : (n i : ℝ) ^ 2 ≤ reducedCutoff a K ^ 2 :=
      (Finset.single_le_sum (f := fun j => (n j : ℝ) ^ 2) (fun j _ => sq_nonneg _)
        (Finset.mem_univ i)).trans ((norm_recip_le_iff ha hK n).1 hG)
    have h2 : |(n i : ℝ)| ≤ reducedCutoff a K := abs_le_of_sq_le_sq h1 hρ
    have h3 : (n i).natAbs ≤ ⌊reducedCutoff a K⌋₊ :=
      Nat.le_floor (by rw [Nat.cast_natAbs, Int.cast_abs]; exact h2)
    rw [Int.abs_eq_natAbs]
    exact_mod_cast h3
```

The symbol `''` denotes the image of a set, so `recip a '' (cube m)` is the set of reciprocal vectors with labels in the cube. The floor `⌊x⌋₊` is a natural number and agrees with the ordinary floor for $x \ge 0$. The theorem makes two inclusions.

**The inner cube.** Suppose $|n_i| \le \lfloor\rho/\sqrt3\rfloor$ for each $i$. Then $|n_i| \le \rho/\sqrt3$, so $n_i^2 \le \rho^2/3$. Adding the three components gives $\sum_i n_i^2 \le \rho^2$, and $G$ is within the cutoff. In the proof `hi` is the bound on one component and `linarith` adds the three.

**The outer cube.** Suppose $\sum_i n_i^2 \le \rho^2$. No single term exceeds the sum, so $n_i^2 \le \rho^2$ and $|n_i| \le \rho$. Since $|n_i|$ is an integer, $|n_i| \le \lfloor\rho\rfloor$. These steps are `h1`, `h2` and `h3`.

The outer cube also appears in programs. A code can generate its plane waves by looping over the integer triples in a box and keeping those with $|G| \le K$. For a cubic cell at $k = 0$, a box of half-width $\lfloor\rho\rfloor$ misses none of them. For other $k$ the test is on $|k+G|$, and this box can miss some vectors unless it is shifted or enlarged.

```lean
/-- For `K ≥ 0` the plane-wave basis is finite, and its size satisfies `(2⌊ρ/√3⌋+1)³ ≤ N ≤
(2⌊ρ⌋+1)³`. -/
theorem basisSize_bounds {a K : ℝ} (ha : 0 < a) (hK : 0 ≤ K) :
    (planeWaves a K).Finite ∧
    (2 * ⌊reducedCutoff a K / √3⌋₊ + 1) ^ 3 ≤ basisSize a K ∧
    basisSize a K ≤ (2 * ⌊reducedCutoff a K⌋₊ + 1) ^ 3 := by
  obtain ⟨hl, hu⟩ := cube_sandwich ha hK
  have hfin := (Finset.finite_toSet (cube ⌊reducedCutoff a K⌋₊)).image (recip a)
  refine ⟨hfin.subset hu, ?_, ?_⟩
  · rw [← ncard_recip_cube ha]
    exact Set.ncard_le_ncard hl (hfin.subset hu)
  · rw [← ncard_recip_cube ha]
    exact Set.ncard_le_ncard hu hfin
```

The inclusions now become numbers. The plane-wave set lies inside a finite set, so it is finite. A subset of a finite set has at most as many elements, so counting the two cubes gives

$$(2\lfloor \rho/\sqrt3\rfloor+1)^3 \le N \le (2\lfloor\rho\rfloor+1)^3 .$$

The three parts of the statement are joined by `∧`, which means "and". Each bound is proved by replacing the power with the size of the corresponding cube and applying `Set.ncard_le_ncard`.

```lean
/-- For a non-negative cutoff below the reciprocal lattice spacing `2π/a` the basis has exactly one
plane wave. -/
theorem basisSize_eq_one {a K : ℝ} (ha : 0 < a) (hK : 0 ≤ K) (h : K < 2 * π / a) :
    basisSize a K = 1 := by
  obtain ⟨-, hl, hu⟩ := basisSize_bounds ha hK
  have hρ : reducedCutoff a K < 1 := by
    rw [reducedCutoff, div_lt_one (by positivity)]
    exact (lt_div_iff₀ ha).1 h
  rw [Nat.floor_eq_zero.2 hρ] at hu
  have h1 : 0 < (2 * ⌊reducedCutoff a K / √3⌋₊ + 1) ^ 3 := by positivity
  norm_num at hu
  omega
```

If $0 \le K < 2\pi/a$, then $\rho < 1$ and $\lfloor\rho\rfloor = 0$, so the upper bound is $1$. The lower bound is a cube of a positive integer, hence at least 1, and $N = 1$. The one plane wave left is the constant $G = 0$. Both bounds equal $N$ here, so both can be attained.

## Shrinking the sphere at fixed $c$

```lean
/-- With cutoff `K = c/R` and `0 < R ≤ ca/2π`, the product `N R³` lies between
`(ca/(2π√3))³` and `(3ca/2π)³`. -/
theorem basisSize_mul_cube_bounds {a c R : ℝ} (ha : 0 < a) (hc : 0 < c) (hR : 0 < R)
    (hR' : R ≤ c * a / (2 * π)) :
    (c * a / (2 * π * √3)) ^ 3 ≤ basisSize a (c / R) * R ^ 3 ∧
    basisSize a (c / R) * R ^ 3 ≤ (3 * (c * a / (2 * π))) ^ 3 := by
  obtain ⟨-, hl, hu⟩ := basisSize_bounds ha (div_pos hc hR).le
  have hρR : reducedCutoff a (c / R) * R = c * a / (2 * π) := by
    unfold reducedCutoff
    field_simp
  have h1 : 1 ≤ reducedCutoff a (c / R) :=
    le_of_mul_le_mul_right (by rw [one_mul, hρR]; exact hR') hR
  generalize reducedCutoff a (c / R) = ρ at hl hu hρR h1
  have hR3 : 0 ≤ R ^ 3 := by positivity
  have h0 : 0 ≤ ρ / √3 := div_nonneg (by linarith) (Real.sqrt_nonneg 3)
  constructor
  · have hf : ρ / √3 ≤ 2 * (⌊ρ / √3⌋₊ : ℝ) + 1 := by
      have := Nat.lt_floor_add_one (ρ / √3)
      have : (0 : ℝ) ≤ ⌊ρ / √3⌋₊ := Nat.cast_nonneg _
      linarith
    calc (c * a / (2 * π * √3)) ^ 3 = (ρ / √3) ^ 3 * R ^ 3 := by
          rw [← mul_pow, div_mul_eq_mul_div, hρR, div_div]
      _ ≤ (2 * (⌊ρ / √3⌋₊ : ℝ) + 1) ^ 3 * R ^ 3 :=
          mul_le_mul_of_nonneg_right (pow_le_pow_left₀ h0 hf 3) hR3
      _ ≤ basisSize a (c / R) * R ^ 3 :=
          mul_le_mul_of_nonneg_right (by exact_mod_cast hl) hR3
  · have hf : 2 * (⌊ρ⌋₊ : ℝ) + 1 ≤ 3 * ρ := by
      have := Nat.floor_le (show 0 ≤ ρ by linarith)
      linarith
    calc (basisSize a (c / R) : ℝ) * R ^ 3 ≤ (2 * (⌊ρ⌋₊ : ℝ) + 1) ^ 3 * R ^ 3 :=
          mul_le_mul_of_nonneg_right (by exact_mod_cast hu) hR3
      _ ≤ (3 * ρ) ^ 3 * R ^ 3 :=
          mul_le_mul_of_nonneg_right (pow_le_pow_left₀ (by positivity) hf 3) hR3
      _ = (3 * (c * a / (2 * π))) ^ 3 := by
          rw [← hρR]
          ring
```

Now $K = c/R$, and the radius enters for the first time. The theorem states that for $0 < R \le ca/2\pi$

$$\left(\frac{ca}{2\pi\sqrt3}\right)^3 \le N R^3 \le \left(\frac{3ca}{2\pi}\right)^3 .$$

The central identity, `hρR`, is $\rho R = ca/2\pi$: the product does not depend on $R$. The condition on $R$ therefore says $\rho \ge 1$, which is `h1`.

For the lower bound put $x = \rho/\sqrt3$. Then $x < \lfloor x\rfloor + 1 \le 2\lfloor x\rfloor+1$, so $N \ge x^3$ and

$$NR^3 \ge \left(\frac{\rho R}{\sqrt3}\right)^3 = \left(\frac{ca}{2\pi\sqrt3}\right)^3 .$$

For the upper bound, $2\lfloor\rho\rfloor+1 \le 2\rho+1 \le 3\rho$, where the last step uses $\rho \ge 1$. Hence $NR^3 \le (3\rho R)^3 = (3ca/2\pi)^3$.

In Lean each half has its floor estimate under the name `hf`, followed by a `calc` block, a chain of equalities and inequalities read from top to bottom.

The condition $R \le ca/2\pi$ means that the cutoff reaches at least the first shell of non-zero reciprocal vectors. A sphere that fits in the cell has $R \le a/2$, and it meets the condition whenever $c \ge \pi$.

```lean
/-- As the muffin-tin radius `R` tends to zero from above at fixed `c = K R`, both `N R³` and
`N³ R⁹` stay between positive constants. -/
theorem basisSize_scaling {a c : ℝ} (ha : 0 < a) (hc : 0 < c) :
    ∃ m M : ℝ, 0 < m ∧ 0 < M ∧ ∀ᶠ R in 𝓝[>] (0 : ℝ),
      (m ≤ basisSize a (c / R) * R ^ 3 ∧ basisSize a (c / R) * R ^ 3 ≤ M) ∧
      (m ^ 3 ≤ (basisSize a (c / R) : ℝ) ^ 3 * R ^ 9 ∧
        (basisSize a (c / R) : ℝ) ^ 3 * R ^ 9 ≤ M ^ 3) := by
  refine ⟨(c * a / (2 * π * √3)) ^ 3, (3 * (c * a / (2 * π))) ^ 3,
    by positivity, by positivity, ?_⟩
  have h0 : 0 < c * a / (2 * π) := by positivity
  filter_upwards [Ioc_mem_nhdsGT h0] with R hR
  have hRpos : 0 < R := hR.1
  obtain ⟨hl, hu⟩ := basisSize_mul_cube_bounds ha hc hRpos hR.2
  -- the cubic cost is the cube of the basis-size estimate
  have h9 : (basisSize a (c / R) : ℝ) ^ 3 * R ^ 9 = (basisSize a (c / R) * R ^ 3) ^ 3 := by
    ring
  rw [h9]
  exact ⟨⟨hl, hu⟩, pow_le_pow_left₀ (by positivity) hl 3,
    pow_le_pow_left₀ (by positivity) hu 3⟩

end

end MuffinTinPlaneWaveCount
```

The notation `∀ᶠ R in 𝓝[>] (0 : ℝ)` reads "for all sufficiently small positive $R$". The theorem says that there are positive constants $m$ and $M$, depending on $a$ and $c$ but not on $R$, such that for all such $R$

$$m \le NR^3 \le M, \qquad m^3 \le N^3R^9 \le M^3 .$$

The proof supplies the two constants of the preceding theorem and uses the interval $0 < R \le ca/2\pi$. The second pair of inequalities follows by cubing the first, because $N^3R^9 = (NR^3)^3$; this identity is `h9`.

The quantity $N^3$ stands for the work of a dense diagonalisation of an $N \times N$ matrix. That cost law is an assumption about the algorithm; the theorem concerns the number $N^3$ itself.

If a code takes $c$ as input and the user reduces the smallest radius at the same $c$, the cutoff $K = c/R$ rises and more plane waves can enter the basis. Halving $R$ suggests about 8 times as many plane waves and about 512 times the diagonalisation work. These factors are a guide for large bases. The constants above differ by $M/m = (3\sqrt3)^3 \approx 140$, so the bounds fix the power of $R$ and leave the ratio for a single halving open.

The spheres enter only through $R$ in the cutoff. Nothing is said about how accurate the basis is at a given $c$, or about cells of other shapes.

```lean
#print axioms MuffinTinPlaneWaveCount.basisSize_eq_one
-- 'MuffinTinPlaneWaveCount.basisSize_eq_one' depends on axioms: [propext, Classical.choice, Quot.sound]
#print axioms MuffinTinPlaneWaveCount.basisSize_scaling
-- 'MuffinTinPlaneWaveCount.basisSize_scaling' depends on axioms: [propext, Classical.choice, Quot.sound]
```
